# Strong coupling between two upper pair states overturns the fixed sign rule in a three-state model

## One electron pair and three orbitals

Two electrons with opposite spins can occupy the same spatial orbital. With three orbitals available, the pair has three such states. The model wavefunction is a superposition of these three, without states that put the electrons in different orbitals. Exchange integrals couple the states. They are positive here, so each coupling lowers the energy when the two amplitudes it joins have opposite signs. Three amplitudes cannot all be opposite to one another.

Natural-orbital functionals for electron pairs work with orbitals and their occupations, and the occupations fix the amplitudes only up to sign. The usual rule gives the reference state one sign and all other states the opposite one. How strong may the coupling between the other states become before this choice is wrong?

Count energies from the first pair state. Let $D$ be the height of the two upper states, $K$ the coupling of the first state to each of them, and $L$ the coupling between them. In textbook notation $K$ and $L$ would both be exchange integrals $K_{pq}$. The Hamiltonian is

$$M=\begin{pmatrix}0&K&K\\K&D&L\\K&L&D\end{pmatrix},\qquad K,L>0.$$

With the first state as reference, the rule holds in the ground state, with equal upper amplitudes and no degeneracy, exactly when $L^2<K^2+LD$. For $L^2>K^2+LD$ the normalised ground vector is $(0,1,-1)/\sqrt2$, up to sign.

## Even and odd amplitudes

Write the amplitudes as $x=(x_0,x_1,x_2)$, and set $s=x_1+x_2$ and $d=x_1-x_2$. Since $x_1^2+x_2^2=(s^2+d^2)/2$ and $x_1x_2=(s^2-d^2)/4$, the unnormalised energy $\mathcal E(x)=x^TMx$ satisfies, for any reference energy $E$,

$$\mathcal E(x)-E|x|^2=-Ex_0^2+2Kx_0s+\tfrac{D+L-E}{2}s^2+\tfrac{D-L-E}{2}d^2 .$$

The odd vector $(0,1,-1)$ has eigenvalue $D-L$. An even vector $(a,b,b)$ requires $2Kb=Ea$ and $Ka+(D+L)b=Eb$. Eliminating $a$ gives

$$p(E)=E^2-(D+L)E-2K^2=0 .$$

The product of the roots is $-2K^2<0$, so the lower root is negative:

$$e=\tfrac12\left(D+L-\sqrt{(D+L)^2+8K^2}\right).$$

Inserting the odd energy gives $p(D-L)=2(L^2-LD-K^2)$. If $L^2<K^2+LD$, this is negative, so $D-L$ lies between the two roots and $e<D-L$.

## Below the threshold

Put $E=e$, multiply by $-e>0$ and use $e^2-(D+L)e=2K^2$:

$$(-e)\left(\mathcal E(x)-e|x|^2\right)=(ex_0-Ks)^2+\tfrac12(-e)(D-L-e)d^2\ge0 .$$

Thus $e$ is the lowest eigenvalue. Its vector is $(2K,e,e)$, or $(2K,e,e)/\sqrt{4K^2+2e^2}$ when normalised, and the signs follow the rule.

For any eigenvector $w$ at $e$, the difference of the last two rows gives $(D-L-e)(w_1-w_2)=0$, hence $w_1=w_2$. The first row then gives $2Kw_1=ew_0$, so $w$ is a multiple of $(2K,e,e)$ and the eigenvalue is simple.

## At and above the threshold

Now put $E=D-L$ and multiply by $L$:

$$L\left(\mathcal E(x)-(D-L)|x|^2\right)=(Ls+Kx_0)^2+(L^2-K^2-LD)x_0^2 .$$

For $L^2\ge K^2+LD$ the right side is non-negative, so $(0,1,-1)$ is a ground vector. A simple ground level would then contain only its multiples, which cannot have equal upper amplitudes opposite in sign to the first. This proves the converse.

If the inequality is strict, the right side vanishes only for $x_0=0$ and $s=0$, that is, for multiples of $(0,1,-1)$. A non-zero vector with $x_1x_2\ge0$ is never of this form, so its energy per squared norm lies strictly above $D-L$.

At equality, $(2L,-K,-K)$ is a ground vector as well. The case $D=0$, $L=K$ shows why: the three states are equivalent, and every vector whose amplitudes sum to zero has energy $-K$ per squared norm.

## What a functional with fixed signs would return

For one pair with occupations $n_0+n_1+n_2=1$, the rule gives the energy

$$D(n_1+n_2)-2K\sqrt{n_0}\left(\sqrt{n_1}+\sqrt{n_2}\right)+2L\sqrt{n_1n_2},$$

and with the orbitals held fixed, as here, only the occupations vary. A full calculation normally optimises the orbitals as well. Take $K=D=1$ and $L=2$, so that $L^2=4>3=K^2+LD$. The minimum has one upper occupation equal to zero and the value $(1-\sqrt5)/2\approx-0.618$. The lowest eigenvalue is $D-L=-1$. No choice of occupations recovers the difference, because the sign of the last term is wrong.

The failure refers to the first state as reference. If an upper state takes that role, $(0,1,-1)$ obeys the rule again. In this one-pair model with fixed orbitals and two equivalent upper states, varying the occupations therefore cannot repair a wrong choice of reference.

## The statement in Lean

Amplitudes are real functions on `Fin 3`, with indices 0, 1, 2 as above. `pairMatrix` is $M$, and `energy` is $x^TMx$ without division by the norm. `IsGround K L D E v` says that `v` is a non-zero eigenvector with eigenvalue `E`, and that `E` times the squared norm bounds the energy of every vector from below. Ground vectors need not be normalised.

`sign_rule_iff` assumes `0 < K` and `0 < L`, which stand for positive exchange integrals. It says that a ground vector with a simple eigenvalue, `v 1 = v 2` and `v 0 * v 1 < 0` exists if and only if $L^2<K^2+LD$. Simplicity is expressed by requiring every eigenvector at `E` to be a multiple of `v`. `antisymmetric_ground_iff` identifies all ground vectors above the threshold, and `sign_rule_energy_error` gives the strict energy inequality there. Both assume $L^2>K^2+LD$ and `0 < L`, but nothing about the sign of `K`. `D` may be any real number; the name "upper states" is literal only for $D>0$.

The orbitals are fixed, and $K$, $L$, $D$ are free parameters. Passing to a molecule requires that its integrals, in the natural orbitals of the pair, actually produce this matrix.

```lean
import Mathlib

open Matrix

namespace PairSignRule

noncomputable section

/-- The Hamiltonian of one electron pair in three pair states: the first state, at energy 0, is
coupled by `K` to two others at energy `D` (called upper, whatever the sign of `D`), which are
coupled to each other by `L`. -/
def pairMatrix (K L D : ℝ) : Matrix (Fin 3) (Fin 3) ℝ :=
  !![0, K, K; K, D, L; K, L, D]

/-- The energy of a real amplitude vector, not divided by its squared norm. -/
def energy (K L D : ℝ) (x : Fin 3 → ℝ) : ℝ :=
  x ⬝ᵥ (pairMatrix K L D *ᵥ x)

/-- `v` is a ground vector with eigenvalue `E`: a non-zero eigenvector whose eigenvalue is a lower
bound to the energy of every amplitude vector, relative to its squared norm. -/
structure IsGround (K L D E : ℝ) (v : Fin 3 → ℝ) : Prop where
  ne_zero : v ≠ 0
  eigen : pairMatrix K L D *ᵥ v = E • v
  le_energy : ∀ x, E * (x ⬝ᵥ x) ≤ energy K L D x

/-- The lower eigenvalue among vectors with equal amplitudes on the two upper pair states. -/
def symEnergy (K L D : ℝ) : ℝ :=
  ((D + L) - Real.sqrt ((D + L) ^ 2 + 8 * K ^ 2)) / 2

/-- The eigenvalue equation of the pair matrix, written out for the three amplitudes. -/
theorem eigen_iff (K L D E : ℝ) (v : Fin 3 → ℝ) :
    pairMatrix K L D *ᵥ v = E • v ↔
      K * v 1 + K * v 2 = E * v 0 ∧ K * v 0 + D * v 1 + L * v 2 = E * v 1 ∧
        K * v 0 + L * v 1 + D * v 2 = E * v 2 := by
  have hm : pairMatrix K L D *ᵥ v = ![K * v 1 + K * v 2,
      K * v 0 + D * v 1 + L * v 2, K * v 0 + L * v 1 + D * v 2] := by
    ext i
    fin_cases i <;> simp [pairMatrix, Matrix.mulVec, dotProduct, Fin.sum_univ_three]
  rw [hm]
  constructor
  · intro h
    exact ⟨congrFun h 0, congrFun h 1, congrFun h 2⟩
  · rintro ⟨h0, h1, h2⟩
    funext i
    fin_cases i
    exacts [h0, h1, h2]

/-- The energy relative to a reference `E` separates into a part with the sum and a part with the
difference of the two upper amplitudes. -/
theorem energy_sub (K L D E : ℝ) (x : Fin 3 → ℝ) :
    energy K L D x - E * (x ⬝ᵥ x) =
      -E * x 0 ^ 2 + 2 * K * x 0 * (x 1 + x 2) + (D + L - E) / 2 * (x 1 + x 2) ^ 2
        + (D - L - E) / 2 * (x 1 - x 2) ^ 2 := by
  simp [energy, pairMatrix, Matrix.mulVec, dotProduct, Fin.sum_univ_three]
  ring

/-- Any two ground vectors of the same pair matrix have the same eigenvalue. -/
theorem ground_energy_unique {K L D E E' : ℝ} {v w : Fin 3 → ℝ}
    (hv : IsGround K L D E v) (hw : IsGround K L D E' w) : E = E' := by
  have key : ∀ {a b : ℝ} {p q : Fin 3 → ℝ},
      IsGround K L D a p → IsGround K L D b q → a ≤ b := by
    intro a b p q hp hq
    have hnn : 0 ≤ q ⬝ᵥ q := Finset.sum_nonneg (fun i _ => mul_self_nonneg (q i))
    have hpos : 0 < q ⬝ᵥ q :=
      lt_of_le_of_ne hnn (Ne.symm (mt dotProduct_self_eq_zero.1 hq.ne_zero))
    have h := hp.le_energy q
    unfold energy at h
    rw [hq.eigen, dotProduct_smul, smul_eq_mul] at h
    exact le_of_mul_le_mul_right h hpos
  exact le_antisymm (key hv hw) (key hw hv)

/-- For `K > 0` the symmetric energy is negative and solves its secular equation; it lies below
the antisymmetric energy `D - L` if `L² < K² + L D`. -/
theorem symEnergy_spec {K : ℝ} (L D : ℝ) (hK : 0 < K) :
    symEnergy K L D < 0 ∧
      symEnergy K L D ^ 2 = (D + L) * symEnergy K L D + 2 * K ^ 2 ∧
      (L ^ 2 < K ^ 2 + L * D → symEnergy K L D < D - L) := by
  have hK2 : 0 < K ^ 2 := pow_pos hK 2
  have hs : Real.sqrt ((D + L) ^ 2 + 8 * K ^ 2) ^ 2 = (D + L) ^ 2 + 8 * K ^ 2 :=
    Real.sq_sqrt (by positivity)
  have hs0 := Real.sqrt_nonneg ((D + L) ^ 2 + 8 * K ^ 2)
  have he : symEnergy K L D < 0 := by
    unfold symEnergy
    by_contra hn
    have h1 : Real.sqrt ((D + L) ^ 2 + 8 * K ^ 2) ≤ D + L := by linarith
    have h2 := pow_le_pow_left₀ hs0 h1 2
    linarith
  have hq : symEnergy K L D ^ 2 = (D + L) * symEnergy K L D + 2 * K ^ 2 := by
    unfold symEnergy
    linear_combination hs / 4
  refine ⟨he, hq, fun h => ?_⟩
  generalize symEnergy K L D = e at he hq ⊢
  have hT : 0 < D + L - e := by
    by_contra hn
    nlinarith [mul_nonneg (neg_nonneg.2 he.le) (neg_nonneg.2 (not_lt.1 hn))]
  -- otherwise `D - L` lies at or below both roots, where the secular polynomial is non-negative
  by_contra hn
  have h1 : 0 ≤ e - (D - L) := by linarith
  have h2 : 0 ≤ D + L - e - (D - L) := by linarith
  nlinarith [mul_nonneg h1 h2]

/-- For `K > 0` and `L² < K² + L D` the vector `(2K, e, e)`, with `e` the symmetric energy, is a
ground vector, and every eigenvector with eigenvalue `e` is a multiple of it. -/
theorem symmetric_ground {K L D : ℝ} (hK : 0 < K) (h : L ^ 2 < K ^ 2 + L * D) :
    IsGround K L D (symEnergy K L D) ![2 * K, symEnergy K L D, symEnergy K L D] ∧
      ∀ w, pairMatrix K L D *ᵥ w = symEnergy K L D • w →
        ∃ c : ℝ, w = c • ![2 * K, symEnergy K L D, symEnergy K L D] := by
  obtain ⟨he, hq, hlt'⟩ := symEnergy_spec L D hK
  have hlt := hlt' h
  clear hlt'
  generalize symEnergy K L D = e at he hq hlt ⊢
  refine ⟨⟨?_, ?_, ?_⟩, ?_⟩
  · intro h0
    have h1 : 2 * K = 0 := congrFun h0 0
    linarith
  · refine (eigen_iff K L D e _).2 ⟨?_, ?_, ?_⟩
    · show K * e + K * e = e * (2 * K)
      ring
    · show K * (2 * K) + D * e + L * e = e * e
      linear_combination -hq
    · show K * (2 * K) + L * e + D * e = e * e
      linear_combination -hq
  · intro x
    -- complete the square in the symmetric part
    have hid : (-e) * (energy K L D x - e * (x ⬝ᵥ x)) =
        (e * x 0 - K * (x 1 + x 2)) ^ 2 + (-e) * (D - L - e) * (x 1 - x 2) ^ 2 / 2 := by
      rw [energy_sub]
      linear_combination (x 1 + x 2) ^ 2 / 2 * hq
    have hd := mul_nonneg (mul_nonneg (neg_nonneg.2 he.le) (sub_nonneg.2 hlt.le))
      (sq_nonneg (x 1 - x 2))
    have key : 0 ≤ (-e) * (energy K L D x - e * (x ⬝ᵥ x)) := by
      rw [hid]
      linarith [sq_nonneg (e * x 0 - K * (x 1 + x 2))]
    exact sub_nonneg.1 ((mul_nonneg_iff_of_pos_left (neg_pos.2 he)).1 key)
  · intro w hw
    obtain ⟨h0, h1, h2⟩ := (eigen_iff K L D e w).1 hw
    have hd : (D - L - e) * (w 1 - w 2) = 0 := by linear_combination h1 - h2
    have hbc : w 1 = w 2 := by
      rcases mul_eq_zero.1 hd with h3 | h3 <;> linarith
    have hK2 : 2 * K ≠ 0 := by positivity
    have hw0 : w 0 = w 0 / (2 * K) * (2 * K) := (div_mul_cancel₀ _ hK2).symm
    have hw1 : w 1 = w 0 / (2 * K) * e := by
      rw [div_mul_eq_mul_div, eq_div_iff hK2]
      linear_combination h0 + K * hbc
    refine ⟨w 0 / (2 * K), ?_⟩
    funext i
    fin_cases i
    exacts [hw0, hw1, hbc.symm.trans hw1]

/-- For `L > 0` and `L² ≥ K² + L D` the antisymmetric vector `(0, 1, -1)` is a ground vector, with
eigenvalue `D - L`. -/
theorem antisymmetric_ground {K L D : ℝ} (hL : 0 < L) (h : K ^ 2 + L * D ≤ L ^ 2) :
    IsGround K L D (D - L) ![0, 1, -1] := by
  refine ⟨?_, ?_, ?_⟩
  · intro h0
    have h1 : (1 : ℝ) = 0 := congrFun h0 1
    exact one_ne_zero h1
  · refine (eigen_iff K L D (D - L) _).2 ⟨?_, ?_, ?_⟩
    · show K * 1 + K * (-1) = (D - L) * 0
      ring
    · show K * 0 + D * 1 + L * (-1) = (D - L) * 1
      ring
    · show K * 0 + L * 1 + D * (-1) = (D - L) * (-1)
      ring
  · intro x
    have hid : L * (energy K L D x - (D - L) * (x ⬝ᵥ x)) =
        (L * (x 1 + x 2) + K * x 0) ^ 2 + (L ^ 2 - (K ^ 2 + L * D)) * x 0 ^ 2 := by
      rw [energy_sub]
      ring
    have key : 0 ≤ L * (energy K L D x - (D - L) * (x ⬝ᵥ x)) := by
      rw [hid]
      exact add_nonneg (sq_nonneg _) (mul_nonneg (sub_nonneg.2 h) (sq_nonneg _))
    exact sub_nonneg.1 ((mul_nonneg_iff_of_pos_left hL).1 key)

/-- For `K, L > 0`, the lowest eigenvalue is simple with two equal upper amplitudes opposite in
sign to the first one if and only if `L² < K² + L D`. -/
theorem sign_rule_iff {K L D : ℝ} (hK : 0 < K) (hL : 0 < L) :
    (∃ E v, IsGround K L D E v ∧
      (∀ w, pairMatrix K L D *ᵥ w = E • w → ∃ c : ℝ, w = c • v) ∧
      v 1 = v 2 ∧ v 0 * v 1 < 0) ↔ L ^ 2 < K ^ 2 + L * D := by
  constructor
  · rintro ⟨E, v, hv, hsimple, h12, -⟩
    by_contra hn
    -- the antisymmetric vector would be a second, independent ground vector
    have g := antisymmetric_ground hL (not_lt.1 hn)
    have hE := ground_energy_unique hv g
    obtain ⟨c, hc⟩ := hsimple ![0, 1, -1] (by rw [hE]; exact g.eigen)
    have h1 : (1 : ℝ) = c * v 1 := congrFun hc 1
    have h2 : (-1 : ℝ) = c * v 2 := congrFun hc 2
    rw [← h12] at h2
    linarith
  · intro h
    obtain ⟨g, hs⟩ := symmetric_ground hK h
    refine ⟨_, _, g, hs, rfl, ?_⟩
    show 2 * K * symEnergy K L D < 0
    exact mul_neg_of_pos_of_neg (by positivity) (symEnergy_spec L D hK).1

/-- For `L > 0` and `L² > K² + L D` the ground vectors are exactly the non-zero multiples of
`(0, 1, -1)`, and their eigenvalue is `D - L`. -/
theorem antisymmetric_ground_iff {K L D : ℝ} (hL : 0 < L) (h : K ^ 2 + L * D < L ^ 2)
    (E : ℝ) (v : Fin 3 → ℝ) :
    IsGround K L D E v ↔ E = D - L ∧ ∃ c : ℝ, c ≠ 0 ∧ v = c • ![0, 1, -1] := by
  have g := antisymmetric_ground hL h.le
  constructor
  · intro hv
    have hE := ground_energy_unique hv g
    subst hE
    obtain ⟨h0, h1, -⟩ := (eigen_iff K L D (D - L) v).1 hv.eigen
    have ha : (L ^ 2 - (K ^ 2 + L * D)) * v 0 = 0 := by
      linear_combination L * h0 - K * h1
    have hv0 : v 0 = 0 := (mul_eq_zero.1 ha).resolve_left (sub_pos.2 h).ne'
    have hs : L * (v 1 + v 2) = 0 := by linear_combination h1 - K * hv0
    have hs' : v 1 + v 2 = 0 := (mul_eq_zero.1 hs).resolve_left hL.ne'
    have e0 : v 0 = v 1 * 0 := by linarith
    have e1 : v 1 = v 1 * 1 := by ring
    have e2 : v 2 = v 1 * (-1) := by linarith
    have hform : v = v 1 • ![0, 1, -1] := by
      funext i
      fin_cases i
      exacts [e0, e1, e2]
    refine ⟨rfl, v 1, fun hc => hv.ne_zero ?_, hform⟩
    rw [hc, zero_smul] at hform
    exact hform
  · rintro ⟨rfl, c, hc, rfl⟩
    refine ⟨smul_ne_zero hc g.ne_zero, ?_, g.le_energy⟩
    rw [Matrix.mulVec_smul, g.eigen]
    exact smul_comm _ _ _

/-- For `L > 0` and `L² = K² + L D` the antisymmetric vector `(0, 1, -1)` and the symmetric vector
`(2L, -K, -K)` are both ground vectors, with eigenvalue `D - L`. -/
theorem degenerate_at_threshold {K L D : ℝ} (hL : 0 < L) (h : L ^ 2 = K ^ 2 + L * D) :
    IsGround K L D (D - L) ![0, 1, -1] ∧ IsGround K L D (D - L) ![2 * L, -K, -K] := by
  have g := antisymmetric_ground hL h.ge
  refine ⟨g, ?_, ?_, g.le_energy⟩
  · intro h0
    have h1 : 2 * L = 0 := congrFun h0 0
    linarith
  · refine (eigen_iff K L D (D - L) _).2 ⟨?_, ?_, ?_⟩
    · show K * (-K) + K * (-K) = (D - L) * (2 * L)
      linear_combination 2 * h
    · show K * (2 * L) + D * (-K) + L * (-K) = (D - L) * (-K)
      ring
    · show K * (2 * L) + L * (-K) + D * (-K) = (D - L) * (-K)
      ring

/-- For `L > 0` and `L² > K² + L D`, every non-zero amplitude vector whose two upper amplitudes
do not have opposite signs has an energy strictly above `D - L` times its squared norm. -/
theorem sign_rule_energy_error {K L D : ℝ} (hL : 0 < L) (h : K ^ 2 + L * D < L ^ 2)
    {x : Fin 3 → ℝ} (hx : x ≠ 0) (h12 : 0 ≤ x 1 * x 2) :
    (D - L) * (x ⬝ᵥ x) < energy K L D x := by
  refine lt_of_le_of_ne ((antisymmetric_ground hL h.le).le_energy x) (fun heq => hx ?_)
  -- at equality both squares in the energy vanish
  have hid : (L * (x 1 + x 2) + K * x 0) ^ 2 +
      (L ^ 2 - (K ^ 2 + L * D)) * x 0 ^ 2 = 0 := by
    have h3 := energy_sub K L D (D - L) x
    linear_combination (-L) * h3 - L * heq
  have hc := sub_pos.2 h
  have h0 : x 0 = 0 := by
    by_contra hne
    have hp : 0 < x 0 ^ 2 := lt_of_le_of_ne (sq_nonneg _) (Ne.symm (pow_ne_zero 2 hne))
    linarith [mul_pos hc hp, sq_nonneg (L * (x 1 + x 2) + K * x 0)]
  have hs : (L * (x 1 + x 2)) ^ 2 = 0 := by
    rw [h0] at hid
    linear_combination hid
  have hs' : x 1 + x 2 = 0 :=
    (mul_eq_zero.1 (pow_eq_zero_iff two_ne_zero |>.1 hs)).resolve_left hL.ne'
  have h2 : x 2 = -x 1 := by linarith
  rw [h2] at h12
  have h1 : x 1 = 0 :=
    pow_eq_zero_iff two_ne_zero |>.1 (le_antisymm (by linarith) (sq_nonneg (x 1)))
  have h2' : x 2 = 0 := by rw [h2, h1, neg_zero]
  funext i
  fin_cases i
  exacts [h0, h1, h2']

end

end PairSignRule
```

```lean
#print axioms PairSignRule.sign_rule_iff
#print axioms PairSignRule.antisymmetric_ground_iff
#print axioms PairSignRule.degenerate_at_threshold
#print axioms PairSignRule.sign_rule_energy_error
```

```
'PairSignRule.sign_rule_iff' depends on axioms: [propext, Classical.choice, Quot.sound]
'PairSignRule.antisymmetric_ground_iff' depends on axioms: [propext, Classical.choice, Quot.sound]
'PairSignRule.degenerate_at_threshold' depends on axioms: [propext, Classical.choice, Quot.sound]
'PairSignRule.sign_rule_energy_error' depends on axioms: [propext, Classical.choice, Quot.sound]
```

## From the completed squares to the Lean proof

`eigen_iff` writes the eigenvalue equation as three scalar equations, and `energy_sub` is the separation into $s$ and $d$. `ground_energy_unique` inserts each of two ground vectors into the lower bound of the other, so their eigenvalues agree.

`symEnergy_spec` derives the negativity of $e$ and its quadratic equation from the square of the root. For $e<D-L$ it argues by contradiction: otherwise $D-L$ would lie at or below both roots, where $p\ge0$.

`symmetric_ground` then replaces `symEnergy K L D` by a plain letter `e` and keeps only these facts. Its identity `hid` is the first completed square, checked by `linear_combination` with the quadratic equation; its last part is the uniqueness argument from the rows. The `hid` in `antisymmetric_ground` is the second square, which `ring` confirms.

In `sign_rule_iff`, the forward direction assumes the inequality fails and writes $(0,1,-1)$ as a multiple of `v`. Equal upper amplitudes then give $1=-1$. The reverse direction supplies $(2K,e,e)$.

`antisymmetric_ground_iff` combines the first two rows into $(L^2-K^2-LD)v_0=0$, which forces $v_0=0$ and then $v_1+v_2=0$. `degenerate_at_threshold` checks the second ground vector at equality. `sign_rule_energy_error` assumes equality of the energies, so both squares vanish; with $x_1x_2\ge0$ this leaves only the zero vector.
